# The isokinetic constraint bounds the displacement of one SIN(R) coordinate, whatever the force

Take a particle of unit mass under the constant force 1, and couple its velocity $v$ to one thermostat velocity $u$:
$$v'=1-\lambda v,\qquad u'=-\lambda u,\qquad \lambda=\frac{v}{v^2+u^2}.$$
Then $(v^2+u^2)'=2v-2\lambda(v^2+u^2)=0$. If the particle starts with $v=0$ and $u=1$, the pair $(v,u)$ stays on the unit circle. The force can turn the pair along the circle but cannot push $|v|$ above 1, so the particle travels at most a distance $t$ in time $t$.

The same mechanism works for a time-dependent force $F$ and $L$ thermostat velocities $u_j$, $j=0,\dots,L-1$, each with its own rate $w_j$. This is the form it takes in SIN(R), the stochastic isokinetic Nosé–Hoover RESPA method of molecular dynamics, where RESPA is a scheme for integrating with multiple time steps. In Lean, the index $j$ has type `Fin L`, and the trajectories, the force, the rates and the multiplier $\lambda$ (`lam`) are functions of a real time.

```lean
import Mathlib

open Finset

namespace IsokineticSINR

noncomputable section

variable {L : ℕ} {m Q kT : ℝ} {F lam q v : ℝ → ℝ} {w u : ℝ → Fin L → ℝ}
```

## The constrained quantity and its multiplier

The thermostat velocities enter with the weight $c=L/(L+1)$.

```lean
/-- The weight `L / (L + 1)` of the thermostat velocities in the isokinetic constraint. -/
def weight (L : ℕ) : ℝ := L / (L + 1)
```

With mass $m$ and thermostat mass $Q$, the constrained quantity is
$$K=mv^2+cQ\sum_j u_j^2 .$$
Its first term is twice the kinetic energy of the particle.

```lean
/-- The constrained quantity `K = m v² + L/(L+1) Q ∑ u_j²`. -/
def kinetic (m Q v : ℝ) (u : Fin L → ℝ) : ℝ :=
  m * v ^ 2 + weight L * Q * ∑ j, u j ^ 2
```

The numerator of the multiplier is
$$D=vF-cQ\sum_j w_ju_j^2 .$$

```lean
/-- The numerator `v F - L/(L+1) Q ∑ w_j u_j²` of the isokinetic multiplier. -/
def drive (Q F v : ℝ) (u w : Fin L → ℝ) : ℝ :=
  v * F - weight L * Q * ∑ j, w j * u j ^ 2
```

The constraint value is $K=L\,kT$, where $kT$ is the thermal energy and enters as a single real number. This value and the weight $c$ belong to the method's design for sampling positions at temperature $T$; here they are simply given. If the particle held all of $K$, its speed would be
$$V=\sqrt{L\,kT/m}.$$

```lean
/-- The speed `√(L kT / m)`, for nonzero mass `m`. -/
def maxSpeed (L : ℕ) (m kT : ℝ) : ℝ := Real.sqrt (L * kT / m)
```

The equations of motion are
$$q'=v,\qquad v'=F/m-\lambda v,\qquad u_j'=-(\lambda+w_j)u_j .$$
`Motion` requires them at every real time, past and future, and leaves $\lambda$ free. Since $F$ and $w_j$ are arbitrary functions of time, a position-dependent force is covered by evaluating it along the trajectory. The equations that govern the $w_j$, including any noise in them, are not modelled.

```lean
/-- The SIN(R) equations of motion of one coordinate with `L` thermostat velocities `u_j`, for a
force `F`, thermostat rates `w_j` and a multiplier `lam` given as functions of time; a nonzero mass
`m` is intended but not required here. -/
structure Motion (m : ℝ) (F lam : ℝ → ℝ) (w : ℝ → Fin L → ℝ)
    (q v : ℝ → ℝ) (u : ℝ → Fin L → ℝ) : Prop where
  position : ∀ t, HasDerivAt q (v t) t
  velocity : ∀ t, HasDerivAt v (F t / m - lam t * v t) t
  thermostat : ∀ t j, HasDerivAt (fun s => u s j) (-(lam t + w t j) * u t j) t
```

## Why the multiplier conserves $K$

Differentiate $K$ and insert the equations of motion:
$$\begin{aligned}
K'&=2mv\left(\frac Fm-\lambda v\right)-2cQ\sum_j(\lambda+w_j)u_j^2\\
&=2\Big(vF-cQ\sum_j w_ju_j^2\Big)-2\lambda\Big(mv^2+cQ\sum_j u_j^2\Big)\\
&=2(D-\lambda K).
\end{aligned}$$
In the proof, `hv` and `hu` differentiate the squares, `hs` splits the thermostat sum as in the second line, and `linear_combination` collects the terms using $m(F/m)=F$.

```lean
/-- Along the motion, with any multiplier, `K` changes at the rate `2 (drive - lam K)`. -/
theorem kinetic_rate (hm : m ≠ 0) (h : Motion m F lam w q v u) (t : ℝ) :
    HasDerivAt (fun s => kinetic m Q (v s) (u s))
      (2 * (drive Q (F t) (v t) (u t) (w t) - lam t * kinetic m Q (v t) (u t))) t := by
  have hv : HasDerivAt (fun s => v s ^ 2) (2 * v t * (F t / m - lam t * v t)) t :=
    ((h.velocity t).fun_pow 2).congr_deriv (by norm_num)
  have hu : HasDerivAt (fun s => ∑ j, u s j ^ 2)
      (∑ j, 2 * u t j * (-(lam t + w t j) * u t j)) t := by
    apply HasDerivAt.fun_sum
    intro j _
    exact ((h.thermostat t j).fun_pow 2).congr_deriv (by norm_num)
  -- separate the friction by the multiplier from that by the thermostat rates
  have hs : ∑ j, 2 * u t j * (-(lam t + w t j) * u t j)
      = (-2 * lam t) * ∑ j, u t j ^ 2 - 2 * ∑ j, w t j * u t j ^ 2 := by
    rw [Finset.mul_sum, Finset.mul_sum, ← Finset.sum_sub_distrib]
    apply Finset.sum_congr rfl
    intro j _
    ring
  have hF : m * (F t / m) = F t := by field_simp
  simp only [kinetic, drive]
  refine ((hv.const_mul m).fun_add (hu.const_mul (weight L * Q))).congr_deriv ?_
  rw [hs]
  linear_combination 2 * v t * hF
```

If $K$ is constant, then $K'=0$ and hence $\lambda K=D$ at all times. Conversely, $\lambda K=D$ makes $K'$ vanish everywhere, so $K$ is constant. The first direction uses the uniqueness of derivatives, the second the fact that a function with zero derivative on the whole line is constant.

```lean
/-- `K` is constant in time exactly when the multiplier satisfies `lam K = drive` at all
times. -/
theorem kinetic_const_iff (hm : m ≠ 0) (h : Motion m F lam w q v u) :
    (∀ t, kinetic m Q (v t) (u t) = kinetic m Q (v 0) (u 0)) ↔
      ∀ t, lam t * kinetic m Q (v t) (u t) = drive Q (F t) (v t) (u t) (w t) := by
  constructor
  · intro hc t
    have h0 : HasDerivAt (fun s => kinetic m Q (v s) (u s)) 0 t := by
      rw [funext hc]
      exact hasDerivAt_const _ _
    have h1 := (kinetic_rate (Q := Q) hm h t).unique h0
    linarith
  · intro hl t
    have hd := kinetic_rate (Q := Q) hm h
    refine is_const_of_deriv_eq_zero (f := fun s => kinetic m Q (v s) (u s))
      (fun s => (hd s).differentiableAt) (fun s => ?_) t 0
    rw [(hd s).deriv, hl s]
    ring
```

Where $K\neq0$, the condition can be divided by $K$, which gives the familiar formula
$$\lambda=\frac{vF-cQ\sum_j w_ju_j^2}{K}.$$

```lean
/-- If `K` never vanishes, it is constant in time exactly when the multiplier is
`(v F - L/(L+1) Q ∑ w_j u_j²) / K`. -/
theorem multiplier_formula (hm : m ≠ 0) (h : Motion m F lam w q v u)
    (hK : ∀ t, kinetic m Q (v t) (u t) ≠ 0) :
    (∀ t, kinetic m Q (v t) (u t) = kinetic m Q (v 0) (u 0)) ↔
      ∀ t, lam t = drive Q (F t) (v t) (u t) (w t) / kinetic m Q (v t) (u t) := by
  rw [kinetic_const_iff hm h]
  exact forall_congr' fun t => (eq_div_iff (hK t)).symm
```

## From constant $K$ to a speed limit

For $m>0$ and $Q\ge0$ the thermostat part of $K$ is nonnegative. Hence
$$mv^2\le K=L\,kT,\qquad |v|\le V .$$
This concerns a single state, written `x` for the velocity and `y` for the thermostat velocities. The term `hr` is the nonnegativity of the thermostat part.

```lean
/-- A state with `K = L kT` has speed at most `√(L kT / m)`. -/
theorem speed_le {x : ℝ} {y : Fin L → ℝ} (hm : 0 < m) (hQ : 0 ≤ Q)
    (hK : kinetic m Q x y = L * kT) : |x| ≤ maxSpeed L m kT := by
  apply Real.abs_le_sqrt
  rw [le_div_iff₀ hm, ← hK]
  have hw : 0 ≤ weight L := by unfold weight; positivity
  have hr : 0 ≤ weight L * Q * ∑ j, y j ^ 2 :=
    mul_nonneg (mul_nonneg hw hQ) (Finset.sum_nonneg fun j _ => sq_nonneg _)
  unfold kinetic
  linarith
```

Equality $|v|=V$ means $mv^2=K$, so that $cQ\sum_j u_j^2=0$. If $Q>0$ and there is at least one thermostat velocity, then $cQ>0$, and a vanishing sum of squares forces every $u_j=0$. For $L=0$ there is nothing to show. Conversely, if all $u_j$ vanish, then $mv^2=L\,kT$.

```lean
/-- A state with `K = L kT` has speed exactly `√(L kT / m)` if and only if all its thermostat
velocities vanish. -/
theorem speed_eq_iff {x : ℝ} {y : Fin L → ℝ} (hm : 0 < m) (hQ : 0 < Q)
    (hK : kinetic m Q x y = L * kT) : |x| = maxSpeed L m kT ↔ ∀ j, y j = 0 := by
  have hw : 0 ≤ weight L := by unfold weight; positivity
  have hS : 0 ≤ ∑ j, y j ^ 2 := Finset.sum_nonneg fun j _ => sq_nonneg _
  constructor
  · intro he j
    have hpos : 0 ≤ L * kT / m := by
      rw [← hK]
      unfold kinetic
      positivity
    have hx : x ^ 2 = L * kT / m := by
      rw [← sq_abs, he, maxSpeed, Real.sq_sqrt hpos]
    rw [eq_div_iff hm.ne', ← hK, kinetic] at hx
    have hL : (0 : ℝ) < L := by exact_mod_cast j.pos
    have hwp : 0 < weight L := by unfold weight; positivity
    -- nothing of `K` is left for the thermostat
    have hz : weight L * Q * ∑ j, y j ^ 2 = 0 := by linarith
    have hsum := (mul_eq_zero.mp hz).resolve_left (mul_pos hwp hQ).ne'
    have hj := (Finset.sum_eq_zero_iff_of_nonneg fun i _ => sq_nonneg (y i)).mp hsum j
      (Finset.mem_univ j)
    exact pow_eq_zero_iff (two_ne_zero) |>.mp hj
  · intro hy
    have hx : L * kT / m = x ^ 2 := by
      rw [div_eq_iff hm.ne', ← hK]
      simp [kinetic, hy, mul_comm]
    rw [maxSpeed, hx, Real.sqrt_sq_eq_abs]
```

## The displacement bound

Let $m>0$ and $Q\ge0$, let $\lambda K=D$ at all times, and let $K=L\,kT$ at time 0. Then $K=L\,kT$ always, so $|v|\le V$ always, and the mean value inequality gives
$$|q(t)-q(s)|\le|t-s|\,V .$$
The proof takes the same three steps: `hK` is the conservation of $K$, `hv` the speed limit at every time, and `hb` the mean value inequality on the real line. Setting $s=0$ bounds the distance from the starting point.

```lean
/-- Under the isokinetic multiplier and with `K = L kT` at time zero, the coordinate moves
between times `s` and `t` by at most `|t - s| √(L kT / m)`, whatever the force. -/
theorem displacement_le (hm : 0 < m) (hQ : 0 ≤ Q) (h : Motion m F lam w q v u)
    (hlam : ∀ t, lam t * kinetic m Q (v t) (u t) = drive Q (F t) (v t) (u t) (w t))
    (h0 : kinetic m Q (v 0) (u 0) = L * kT) (s t : ℝ) :
    |q t - q s| ≤ |t - s| * maxSpeed L m kT := by
  have hK := (kinetic_const_iff hm.ne' h).mpr hlam
  -- the speed limit holds at every time
  have hv : ∀ r, ‖v r‖ ≤ maxSpeed L m kT := fun r =>
    speed_le hm hQ ((hK r).trans h0)
  have hb := Convex.norm_image_sub_le_of_norm_hasDerivWithin_le
    (fun r _ => (h.position r).hasDerivWithinAt) (fun r _ => hv r)
    convex_univ (Set.mem_univ s) (Set.mem_univ t)
  rw [mul_comm]
  exact hb
```

The condition on the multiplier is essential. Set $\lambda=0$ in the opening example and start from $q=v=0$, $u=1$. Then $v=t$, $u=1$ and $q=t^2/2$. Initially $K=1=L\,kT$ with $kT=1$, but $K=1+t^2$ grows, and at $t=4$ the particle has moved 8, twice the bound.

Isokinetic constraints of this kind are used in molecular dynamics with multiple time steps. For one coordinate in exact continuous time, the constraint keeps the speed at or below $V$, however strong the force; the errors of a discrete integrator and the sampled distribution are separate questions.

## A flight that attains the bound

Let $L\ge1$ and $m,kT>0$. For any $F$ and $w_j$, put
$$q=Vt,\qquad v=V,\qquad u_j=0,\qquad \lambda=\frac{F}{mV}.$$
Then $F/m-\lambda V=0$, so the velocity stays constant, and the thermostat equations read $0=0$. Moreover $K=mV^2=L\,kT$ and $\lambda K=VF=D$. The displacement is exactly $|t-s|V$, so no smaller constant would do for all motions.

```lean
/-- For every force, uniform flight at speed `√(L kT / m)` with resting thermostat velocities
solves the equations of motion with the isokinetic multiplier and has `K = L kT`. -/
theorem uniform_flight (hL : 0 < L) (hm : 0 < m) (hT : 0 < kT) (Q : ℝ) (F : ℝ → ℝ)
    (w : ℝ → Fin L → ℝ) :
    Motion m F (fun t => F t / (m * maxSpeed L m kT)) w
      (fun t => maxSpeed L m kT * t) (fun _ => maxSpeed L m kT) (fun _ _ => 0) ∧
    (∀ t, F t / (m * maxSpeed L m kT) * kinetic m Q (maxSpeed L m kT) (fun _ : Fin L => 0)
      = drive Q (F t) (maxSpeed L m kT) (fun _ => 0) (w t)) ∧
    kinetic m Q (maxSpeed L m kT) (fun _ : Fin L => 0) = L * kT := by
  have hL' : (0 : ℝ) < L := by exact_mod_cast hL
  have hp : 0 < L * kT / m := by positivity
  have hc : maxSpeed L m kT ≠ 0 := (Real.sqrt_pos.mpr hp).ne'
  have hsq : maxSpeed L m kT ^ 2 = L * kT / m := Real.sq_sqrt hp.le
  have hk : kinetic m Q (maxSpeed L m kT) (fun _ : Fin L => 0)
      = m * maxSpeed L m kT ^ 2 := by simp [kinetic]
  refine ⟨⟨fun t => ?_, fun t => ?_, fun t j => ?_⟩, fun t => ?_, ?_⟩
  · exact ((hasDerivAt_id' t).const_mul _).congr_deriv (mul_one _)
  · have hf : F t / (m * maxSpeed L m kT) * maxSpeed L m kT = F t / m := by field_simp
    rw [hf, sub_self]
    exact hasDerivAt_const _ _
  · exact (hasDerivAt_const t (0 : ℝ)).congr_deriv (by simp)
  · have hd : drive Q (F t) (maxSpeed L m kT) (fun _ => 0) (w t)
        = maxSpeed L m kT * F t := by simp [drive]
    rw [hk, hd]
    field_simp
  · rw [hk, hsq]
    field_simp
```

## Constant force with a moving thermostat

The opening example has $L=1$, $m=1$, $Q=2$, $F=1$ and $w_0=0$, so $cQ=1$. Its solution from rest is
$$q=\log\cosh t,\qquad v=\lambda=\frac{\sinh t}{\cosh t},\qquad u_0=\frac1{\cosh t}.$$
Indeed $q'=v$, $v'=1/\cosh^2t=1-v^2$ and $u_0'=-\sinh t/\cosh^2t=-vu_0$. The identity $\cosh^2t=1+\sinh^2t$ gives $K=v^2+u_0^2=1$, and therefore $\lambda K=v=D$.

At $t=2$, $v\approx0.964$ and $u_0\approx0.266$, whose squares $0.929$ and $0.071$ add up to 1. The particle has moved $\log\cosh2\approx1.325$, within the bound of 2.

```lean
/-- With `L = 1`, `m = 1`, `Q = 2`, unit force and `w = 0`, the functions `q = log cosh t`,
`v = sinh t / cosh t`, `u = 1 / cosh t` solve the equations of motion with the isokinetic
multiplier and have `K = 1`. -/
theorem constant_force_witness :
    Motion (L := 1) 1 (fun _ => 1) (fun t => Real.sinh t / Real.cosh t) (fun _ _ => 0)
      (fun t => Real.log (Real.cosh t)) (fun t => Real.sinh t / Real.cosh t)
      (fun t _ => 1 / Real.cosh t) ∧
    (∀ t, Real.sinh t / Real.cosh t *
        kinetic 1 2 (Real.sinh t / Real.cosh t) (fun _ : Fin 1 => 1 / Real.cosh t)
      = drive 2 1 (Real.sinh t / Real.cosh t) (fun _ : Fin 1 => 1 / Real.cosh t)
        (fun _ => 0)) ∧
    ∀ t, kinetic 1 2 (Real.sinh t / Real.cosh t) (fun _ : Fin 1 => 1 / Real.cosh t) = 1 := by
  have hc : ∀ t, Real.cosh t ≠ 0 := fun t => (Real.cosh_pos t).ne'
  have hK : ∀ t, kinetic 1 2 (Real.sinh t / Real.cosh t)
      (fun _ : Fin 1 => 1 / Real.cosh t) = 1 := by
    intro t
    have h1 := hc t
    have h2 := Real.cosh_sq t
    simp only [kinetic, weight, Finset.univ_unique, Finset.sum_singleton, Nat.cast_one]
    field_simp
    linarith
  refine ⟨⟨fun t => ?_, fun t => ?_, fun t j => ?_⟩, fun t => ?_, hK⟩
  · exact (Real.hasDerivAt_cosh t).log (hc t)
  · have h1 := hc t
    refine ((Real.hasDerivAt_sinh t).fun_div (Real.hasDerivAt_cosh t) h1).congr_deriv ?_
    field_simp
  · refine ((hasDerivAt_const t (1 : ℝ)).fun_div (Real.hasDerivAt_cosh t)
      (hc t)).congr_deriv ?_
    ring
  · rw [hK t]
    simp [drive]

end

end IsokineticSINR
```

```lean
#print axioms IsokineticSINR.multiplier_formula
#print axioms IsokineticSINR.speed_eq_iff
#print axioms IsokineticSINR.displacement_le
#print axioms IsokineticSINR.uniform_flight
```

```
'IsokineticSINR.multiplier_formula' depends on axioms: [propext, Classical.choice, Quot.sound]
'IsokineticSINR.speed_eq_iff' depends on axioms: [propext, Classical.choice, Quot.sound]
'IsokineticSINR.displacement_le' depends on axioms: [propext, Classical.choice, Quot.sound]
'IsokineticSINR.uniform_flight' depends on axioms: [propext, Classical.choice, Quot.sound]
```
